# Two ordered 2×2 Hamiltonians whose unnormalised density matrices are not ordered at any β > 0

Hamiltonians here are real symmetric 2×2 matrices in dimensionless units. Rows are separated by semicolons. X ≤ Y means that Y − X is positive semidefinite, written `PosSemidef` in Lean. For a symmetric difference this says that ⟨ψ|X|ψ⟩ ≤ ⟨ψ|Y|ψ⟩ for every state ψ. The exponential `NormedSpace.exp` is that of the matrix, not of its entries.

```lean
import Mathlib

open Matrix NormedSpace

namespace OperatorOrderExponential

noncomputable section
```

The first Hamiltonian is A = (1, 1; 1, 1).

```lean
/-- The lower Hamiltonian `A`. -/
def hamA : Matrix (Fin 2) (Fin 2) ℝ := !![1, 1; 1, 1]
```

The second is B = (2, 1; 1, 1), which raises one site energy by 1.

```lean
/-- The upper Hamiltonian `B`. -/
def hamB : Matrix (Fin 2) (Fin 2) ℝ := !![2, 1; 1, 1]
```

The unnormalised density matrix at inverse temperature β is exp(−βH), with no division by the partition function.

```lean
/-- The unnormalised density matrix `exp(-βH)` at inverse temperature `β`. -/
def density (β : ℝ) (H : Matrix (Fin 2) (Fin 2) ℝ) : Matrix (Fin 2) (Fin 2) ℝ :=
  NormedSpace.exp ((-β) • H)
```

## (a) The exponential of a coupled two-level Hamiltonian

Let H = (m + a, b; b, m − a) with coupling b ≠ 0, and let w² = a² + b². Show that

exp(H) = (p + aq, bq; bq, p − aq), where p = eᵐ cosh w and q = eᵐ sinh(w)/w.

**Solution.** Since b ≠ 0, also w ≠ 0. The vectors (b, w − a) and (b, −w − a) are eigenvectors of H with eigenvalues m + w and m − w. Let S have them as columns; then det S = −2bw ≠ 0. The same S diagonalises a whole family: for any numbers p and q,

(p + aq, bq; bq, p − aq) = S · diag(p + wq, p − wq) · S⁻¹.

The choice p = m, q = 1 gives H. Exponentiating its eigenvalues gives

exp(m ± w) = eᵐ cosh w ± eᵐ sinh w,

which is p ± wq for the p and q of the task. The family then returns exp(H) without S⁻¹ being computed.

In Lean, `hcan` is the family identity, `hD` exponentiates the diagonal matrix, and `Matrix.exp_conj` moves the exponential through S.

```lean
/-- The exponential of a real two-level Hamiltonian with mean energy `m`, half-detuning `a`,
coupling `b ≠ 0` and half-splitting `w`. -/
theorem exp_two_level (m a b w : ℝ) (hb : b ≠ 0) (h : w ^ 2 = a ^ 2 + b ^ 2) :
    NormedSpace.exp !![m + a, b; b, m - a] =
      !![Real.exp m * Real.cosh w + a * (Real.exp m * (Real.sinh w / w)),
          b * (Real.exp m * (Real.sinh w / w));
        b * (Real.exp m * (Real.sinh w / w)),
          Real.exp m * Real.cosh w - a * (Real.exp m * (Real.sinh w / w))] := by
  have hw : w ≠ 0 := by
    rintro rfl
    have : 0 < b ^ 2 := by positivity
    nlinarith [sq_nonneg a]
  -- the columns of S are the eigenvectors
  obtain ⟨S, hS⟩ : ∃ S : Matrix (Fin 2) (Fin 2) ℝ, S = !![b, b; w - a, -w - a] := ⟨_, rfl⟩
  have hdet : IsUnit S.det := by
    rw [hS, Matrix.det_fin_two_of]
    have e : b * (-w - a) - b * (w - a) = -(2 * b * w) := by ring
    rw [e]
    exact (neg_ne_zero.2 (mul_ne_zero (mul_ne_zero two_ne_zero hb) hw)).isUnit
  have hU : IsUnit S := (Matrix.isUnit_iff_isUnit_det S).2 hdet
  have hev : ∀ p q : ℝ, !![p + a * q, b * q; b * q, p - a * q] * S
      = S * !![p + w * q, 0; 0, p - w * q] := by
    intro p q
    rw [hS]
    ext i j
    fin_cases i <;> fin_cases j <;> simp [Matrix.mul_apply, Fin.sum_univ_two] <;>
      first
        | ring1
        | linear_combination (-q) * h
  have hcan : ∀ p q : ℝ, !![p + a * q, b * q; b * q, p - a * q]
      = S * !![p + w * q, 0; 0, p - w * q] * S⁻¹ := by
    intro p q
    rw [← hev, Matrix.mul_assoc, Matrix.mul_nonsing_inv _ hdet, Matrix.mul_one]
  have hdiag : ∀ x y : ℝ, !![x, 0; 0, y] = Matrix.diagonal ![x, y] := by
    intro x y
    ext i j
    fin_cases i <;> fin_cases j <;> simp
  have hpi : ∀ (v : Fin 2 → ℝ) (i : Fin 2),
      NormedSpace.exp v i = NormedSpace.exp (v i) := by
    intro v i
    exact NormedSpace.map_exp (Pi.evalRingHom (fun _ : Fin 2 => ℝ) i) (continuous_apply i) v
  have hk : w * (Real.sinh w / w) = Real.sinh w := by field_simp
  -- exponentiate the two eigenvalues
  have hD : NormedSpace.exp !![m + w, 0; 0, m - w] =
      !![Real.exp m * Real.cosh w + w * (Real.exp m * (Real.sinh w / w)), 0;
        0, Real.exp m * Real.cosh w - w * (Real.exp m * (Real.sinh w / w))] := by
    rw [hdiag, hdiag, Matrix.exp_diagonal]
    congr 1
    ext i
    rw [hpi, ← Real.exp_eq_exp_ℝ]
    fin_cases i
    · change Real.exp (m + w) = Real.exp m * Real.cosh w + w * (Real.exp m * (Real.sinh w / w))
      rw [Real.exp_add, ← Real.cosh_add_sinh w]
      linear_combination (-(Real.exp m)) * hk
    · change Real.exp (m - w) = Real.exp m * Real.cosh w - w * (Real.exp m * (Real.sinh w / w))
      rw [sub_eq_add_neg, Real.exp_add, ← Real.cosh_sub_sinh w]
      linear_combination (Real.exp m) * hk
  have h1 := hcan m 1
  simp only [mul_one] at h1
  rw [h1, Matrix.exp_conj _ _ hU, hD]
  exact (hcan _ _).symm
```

## (b) The exponential of tA

Show that for every real t

exp(tA) = eᵗ (cosh t, sinh t; sinh t, cosh t).

**Solution.** For t ≠ 0 use (a) with m = b = w = t and a = 0. At t = 0 the coupling vanishes, so (a) does not apply, but both sides are the identity.

```lean
/-- Closed form of `exp(tA)`. -/
theorem exp_hamA (t : ℝ) : NormedSpace.exp (t • hamA) =
    !![Real.exp t * Real.cosh t, Real.exp t * Real.sinh t;
      Real.exp t * Real.sinh t, Real.exp t * Real.cosh t] := by
  rcases eq_or_ne t 0 with rfl | ht
  · simp [Matrix.one_fin_two]
  have hA : t • hamA = !![t + 0, t; t, t - 0] := by
    ext i j
    fin_cases i <;> fin_cases j <;> simp [hamA]
  have h2 : t * (Real.exp t * (Real.sinh t / t)) = Real.exp t * Real.sinh t := by
    field_simp
  rw [hA, exp_two_level t 0 t t ht (by ring), h2]
  simp only [zero_mul, add_zero, sub_zero]
```

## (c) The exponential of tB

With u = √5 t/2, show that for every real t

exp(tB) = e^(3t/2) (cosh u + sinh(u)/√5, 2 sinh(u)/√5; 2 sinh(u)/√5, cosh u − sinh(u)/√5).

**Solution.** For t ≠ 0 take m = 3t/2, a = t/2, b = t and w = u in (a). Indeed t²/4 + t² = 5t²/4 = u², and a/w = 1/√5, b/w = 2/√5. Again t = 0 is checked directly. Lean writes 1/√5 as `√5 / 5`.

```lean
/-- Closed form of `exp(tB)`. -/
theorem exp_hamB (t : ℝ) : NormedSpace.exp (t • hamB) =
    !![Real.exp (3 * t / 2) * Real.cosh (√5 * t / 2)
          + Real.exp (3 * t / 2) * (√5 / 5 * Real.sinh (√5 * t / 2)),
        Real.exp (3 * t / 2) * (2 * √5 / 5 * Real.sinh (√5 * t / 2));
      Real.exp (3 * t / 2) * (2 * √5 / 5 * Real.sinh (√5 * t / 2)),
        Real.exp (3 * t / 2) * Real.cosh (√5 * t / 2)
          - Real.exp (3 * t / 2) * (√5 / 5 * Real.sinh (√5 * t / 2))] := by
  rcases eq_or_ne t 0 with rfl | ht
  · simp [Matrix.one_fin_two]
  have hr : √5 ^ 2 = (5 : ℝ) := Real.sq_sqrt (by norm_num)
  have hr0 : (0 : ℝ) < √5 := Real.sqrt_pos.2 (by norm_num)
  have hB : t • hamB = !![3 * t / 2 + t / 2, t; t, 3 * t / 2 - t / 2] := by
    ext i j
    fin_cases i <;> fin_cases j <;> simp [hamB] <;> ring
  have hu : √5 * t / 2 ≠ 0 := div_ne_zero (mul_ne_zero hr0.ne' ht) two_ne_zero
  have hcancel : ∀ x y : ℝ, y ≠ 0 → x / y * y = x := fun x y hy => by field_simp
  have h3 : t * (Real.sinh (√5 * t / 2) / (√5 * t / 2))
      = 2 * √5 / 5 * Real.sinh (√5 * t / 2) := by
    have h0 := hcancel (Real.sinh (√5 * t / 2)) _ hu
    generalize Real.sinh (√5 * t / 2) / (√5 * t / 2) = T at h0 ⊢
    linear_combination (2 / 5 * √5) * h0 - (1 / 5 * t * T) * hr
  rw [hB, exp_two_level _ _ _ (√5 * t / 2) ht (by linear_combination (t ^ 2 / 4) * hr)]
  have h1 : t / 2 * (Real.exp (3 * t / 2) * (Real.sinh (√5 * t / 2) / (√5 * t / 2)))
      = Real.exp (3 * t / 2) * (√5 / 5 * Real.sinh (√5 * t / 2)) := by
    linear_combination (Real.exp (3 * t / 2) / 2) * h3
  have h2 : t * (Real.exp (3 * t / 2) * (Real.sinh (√5 * t / 2) / (√5 * t / 2)))
      = Real.exp (3 * t / 2) * (2 * √5 / 5 * Real.sinh (√5 * t / 2)) := by
    linear_combination (Real.exp (3 * t / 2)) * h3
  rw [h1, h2]
```

## (d) A strict two-point Jensen inequality

Let p, q > 0 with p + q = 1, let z² = px² + qy², and let x² ≠ y². Show that

cosh z < p cosh x + q cosh y.

**Solution.** Expand cosh z = Σₙ (z²)ⁿ/(2n)!. Each power sⁿ is convex on s ≥ 0, so

(z²)ⁿ ≤ p(x²)ⁿ + q(y²)ⁿ.

For n = 2 the right side exceeds the left by pq(x² − y²)² > 0. Summing gives the strict inequality. Besides the sums of the two series, `hasSum_lt` asks for these two facts: every term is ordered, and the term with index 2 is strictly ordered.

```lean
/-- Strict two-point Jensen inequality, with positive weights, for `cosh` as a function of the
squared argument. -/
theorem cosh_lt_of_sq_mean {p q x y z : ℝ} (hp : 0 < p) (hq : 0 < q) (hpq : p + q = 1)
    (hz : z ^ 2 = p * x ^ 2 + q * y ^ 2) (hxy : x ^ 2 ≠ y ^ 2) :
    Real.cosh z < p * Real.cosh x + q * Real.cosh y := by
  -- compare the power series term by term; the quartic term is strict
  refine hasSum_lt (i := 2) ?_ ?_ (Real.hasSum_cosh z)
    (((Real.hasSum_cosh x).mul_left p).add ((Real.hasSum_cosh y).mul_left q))
  · intro n
    have hc := (convexOn_pow (𝕜 := ℝ) n).2 (Set.mem_Ici.2 (sq_nonneg x))
      (Set.mem_Ici.2 (sq_nonneg y)) hp.le hq.le hpq
    simp only [smul_eq_mul] at hc
    rw [← hz, ← pow_mul, ← pow_mul, ← pow_mul] at hc
    calc z ^ (2 * n) / ((2 * n).factorial : ℝ)
        ≤ (p * x ^ (2 * n) + q * y ^ (2 * n)) / ((2 * n).factorial : ℝ) := by gcongr
      _ = p * (x ^ (2 * n) / ((2 * n).factorial : ℝ))
          + q * (y ^ (2 * n) / ((2 * n).factorial : ℝ)) := by ring
  · have hd : 0 < p * q * (x ^ 2 - y ^ 2) ^ 2 :=
      mul_pos (mul_pos hp hq) (pow_pos_of_ne hxy)
    have h4 : z ^ (2 * 2) < p * x ^ (2 * 2) + q * y ^ (2 * 2) := by
      have e : z ^ (2 * 2) = (p * x ^ 2 + q * y ^ 2) ^ 2 := by rw [← hz]; ring
      have hq' : q = 1 - p := by linarith
      rw [e]
      subst hq'
      linear_combination hd
    calc z ^ (2 * 2) / ((2 * 2).factorial : ℝ)
        < (p * x ^ (2 * 2) + q * y ^ (2 * 2)) / ((2 * 2).factorial : ℝ) := by gcongr
      _ = p * (x ^ (2 * 2) / ((2 * 2).factorial : ℝ))
          + q * (y ^ (2 * 2) / ((2 * 2).factorial : ℝ)) := by ring
where
  pow_pos_of_ne {u v : ℝ} (h : u ≠ v) : 0 < (u - v) ^ 2 :=
    lt_of_le_of_ne (sq_nonneg _) (Ne.symm (pow_ne_zero 2 (sub_ne_zero.2 h)))
```

## (e) The sign of the determinant

Show that for every real t ≠ 0

det(exp(tB) − exp(tA)) < 0.

**Solution.** Insert (b) and (c), and use cosh² − sinh² = 1 for both arguments:

det = e^(3t) + e^(2t) − 2e^(5t/2) [cosh u cosh t − (2/√5) sinh u sinh t].

Since e^(3t) + e^(2t) = 2e^(5t/2) cosh(t/2),

det = −2e^(5t/2) [cosh u cosh t − (2/√5) sinh u sinh t − cosh(t/2)].

By the addition formulas, the first two terms in the bracket equal

p cosh(u − t) + q cosh(u + t), with p = 1/2 + 1/√5 and q = 1/2 − 1/√5.

Both weights are positive because √5 > 2. The mean squared argument is

p(u − t)² + q(u + t)² = u² + t² − 4ut/√5 = 9t²/4 − 2t² = (t/2)².

The two squares differ by 4ut ≠ 0, so (d) makes the bracket positive. In the code `hj` is this use of (d), `hE` combines the exponentials, and the last `linear_combination` checks the determinant algebra.

```lean
/-- The difference `exp(tB) - exp(tA)` has negative determinant for every real `t ≠ 0`. -/
theorem det_exp_sub_neg {t : ℝ} (ht : t ≠ 0) :
    (NormedSpace.exp (t • hamB) - NormedSpace.exp (t • hamA)).det < 0 := by
  have hr : √5 ^ 2 = (5 : ℝ) := Real.sq_sqrt (by norm_num)
  have hr0 : (0 : ℝ) < √5 := Real.sqrt_pos.2 (by norm_num)
  have hdet : ∀ a b c d a' b' c' d' : ℝ, (!![a, b; c, d] - !![a', b'; c', d']).det
      = (a - a') * (d - d') - (b - b') * (c - c') := by
    intros
    simp [Matrix.det_fin_two]
  rw [exp_hamA, exp_hamB, hdet]
  obtain ⟨u, hu⟩ : ∃ u, u = √5 * t / 2 := ⟨_, rfl⟩
  rw [← hu]
  have hu0 : u ≠ 0 := by
    rw [hu]
    exact div_ne_zero (mul_ne_zero hr0.ne' ht) two_ne_zero
  have hj : Real.cosh (t / 2) <
      (1 / 2 + √5 / 5) * Real.cosh (u - t) + (1 / 2 - √5 / 5) * Real.cosh (u + t) := by
    refine cosh_lt_of_sq_mean (by positivity) (by nlinarith) (by ring) ?_ ?_
    · rw [hu]
      linear_combination (3 / 20 * t ^ 2) * hr
    · intro h
      exact mul_ne_zero hu0 ht (by linear_combination (-1 / 4) * h)
  rw [Real.cosh_sub, Real.cosh_add] at hj
  -- the two determinants exp(3t) and exp(2t) combine into cosh(t/2)
  have hE : Real.exp (3 * t / 2) ^ 2 + Real.exp t ^ 2
      = 2 * Real.exp (3 * t / 2) * Real.exp t * Real.cosh (t / 2) := by
    have h1 : Real.exp (3 * t / 2) = Real.exp t * Real.exp (t / 2) := by
      rw [← Real.exp_add]
      congr 1
      ring
    have hg : Real.exp (t / 2) * Real.exp (-(t / 2)) = 1 := by
      rw [← Real.exp_add, add_neg_cancel, Real.exp_zero]
    rw [h1, Real.cosh_eq]
    linear_combination (-(Real.exp t) ^ 2) * hg
  have hpos : 0 < 2 * Real.exp (3 * t / 2) * Real.exp t *
      (Real.cosh u * Real.cosh t - 2 * √5 / 5 * Real.sinh u * Real.sinh t
        - Real.cosh (t / 2)) :=
    mul_pos (by positivity) (by linear_combination hj)
  have hC := Real.cosh_sq u
  have hc := Real.cosh_sq t
  refine lt_of_eq_of_lt ?_ (neg_neg_of_pos hpos)
  linear_combination (Real.exp (3 * t / 2) ^ 2) * hC + (Real.exp t ^ 2) * hc + hE
    - (Real.exp (3 * t / 2) ^ 2 * Real.sinh u ^ 2 / 5) * hr
```

## (f) The order of the Hamiltonians

Show that

A ≤ B.

**Solution.** B − A = (1, 0; 0, 0), whose quadratic form is x₀² ≥ 0.

```lean
/-- The Hamiltonians are ordered: `B - A` is positive semidefinite. -/
theorem hamB_sub_hamA_posSemidef : (hamB - hamA).PosSemidef := by
  have e : hamB - hamA = !![1, 0; 0, 0] := by
    ext i j
    fin_cases i <;> fin_cases j <;> norm_num [hamA, hamB]
  rw [e]
  refine Matrix.PosSemidef.of_dotProduct_mulVec_nonneg ?_ ?_
  · ext i j
    fin_cases i <;> fin_cases j <;> simp
  · intro x
    have hx : star x ⬝ᵥ (!![1, 0; 0, 0] *ᵥ x) = x 0 * x 0 := by
      simp [dotProduct, Matrix.mulVec, Fin.sum_univ_two]
    rw [hx]
    exact mul_self_nonneg _
```

## (g) The exponential does not preserve the order

Show that A ≤ B holds while the following fails:

exp(A) ≤ exp(B).

**Solution.** A positive semidefinite matrix has non-negative determinant. By (e) at t = 1, exp(B) − exp(A) has a negative one.

```lean
/-- `B - A` is positive semidefinite, but `exp(B) - exp(A)` is not. -/
theorem exp_not_operator_monotone :
    (hamB - hamA).PosSemidef ∧
      ¬ (NormedSpace.exp hamB - NormedSpace.exp hamA).PosSemidef := by
  refine ⟨hamB_sub_hamA_posSemidef, fun hP => ?_⟩
  have h := det_exp_sub_neg (one_ne_zero : (1 : ℝ) ≠ 0)
  rw [one_smul, one_smul] at h
  exact not_lt_of_ge hP.det_nonneg h
```

## (h) The density matrices at every temperature

The scalar function e^(−βx) decreases, so one might expect A ≤ B to reverse on exponentiation. Show that for every β > 0 the following fails:

exp(−βB) ≤ exp(−βA).

**Solution.** Put t = −β in (e). Reversing a difference of 2×2 matrices leaves its determinant unchanged, so exp(−βA) − exp(−βB) also has negative determinant.

For this two-level pair, then, some state ψ has a larger ⟨ψ|exp(−βH)|ψ⟩ under the higher Hamiltonian B, so an ordering of Hamiltonians does not by itself order these imaginary-time expectation values state by state.

The sign is easily mistaken in the formal statement. With `density β hamB - density β hamA` the theorem would still be true but would say little, since that order generally fails for commuting Hamiltonians too.

```lean
/-- Although `A ≤ B` as Hamiltonians, `exp(-βA) - exp(-βB)` fails to be positive semidefinite
at every inverse temperature `β > 0`. -/
theorem density_order_fails :
    (hamB - hamA).PosSemidef ∧
      ∀ β : ℝ, 0 < β → ¬ (density β hamA - density β hamB).PosSemidef := by
  refine ⟨hamB_sub_hamA_posSemidef, fun β hβ hP => ?_⟩
  have h := det_exp_sub_neg (neg_ne_zero.2 hβ.ne')
  -- in dimension two the determinant does not see the overall sign
  have hs : ∀ X Y : Matrix (Fin 2) (Fin 2) ℝ, (X - Y).det = (Y - X).det := by
    intro X Y
    simp only [Matrix.det_fin_two, Matrix.sub_apply]
    ring
  rw [hs] at h
  exact not_lt_of_ge hP.det_nonneg h
```

## (i) The partition functions

Let Z_H = tr exp(−βH). Show that for every β > 0

Z_B < Z_A.

**Solution.** The eigenvalues of A are 2 and 0; those of B are (3 + √5)/2 and (3 − √5)/2. Since 1 < √5 < 3, each level of B lies above the corresponding level of A, so each Boltzmann factor is smaller:

e^(−β(3+√5)/2) < e^(−2β) and e^(−β(3−√5)/2) < 1.

Adding them gives the claim. These are `h1` and `h2` in the proof; `hc` turns the traces from (b) and (c) into sums of exponentials. The theorem is proved for this pair only. The weak inequality Z_B ≤ Z_A holds for any real symmetric matrices with A ≤ B, because their eigenvalues, sorted by size, are then ordered level by level; this general fact is not proved here. Normalised density matrices are not compared.

```lean
/-- The partition function of `B` is strictly smaller than that of `A` at every `β > 0`. -/
theorem partition_function_lt {β : ℝ} (hβ : 0 < β) :
    (density β hamB).trace < (density β hamA).trace := by
  have hr : √5 ^ 2 = (5 : ℝ) := Real.sq_sqrt (by norm_num)
  have hr0 : (0 : ℝ) < √5 := Real.sqrt_pos.2 (by norm_num)
  have hr1 : (1 : ℝ) < √5 := by nlinarith
  have hr3 : √5 < (3 : ℝ) := by nlinarith
  have hc : ∀ m w : ℝ, Real.exp m * Real.cosh w
      = (Real.exp (m + w) + Real.exp (m - w)) / 2 := by
    intro m w
    rw [Real.cosh_eq, sub_eq_add_neg, Real.exp_add, Real.exp_add]
    ring
  rw [density, density, exp_hamA, exp_hamB, Matrix.trace_fin_two_of, Matrix.trace_fin_two_of]
  have hA := hc (-β) (-β)
  have hB := hc (3 * -β / 2) (√5 * -β / 2)
  -- compare the Boltzmann factors level by level
  have h1 : Real.exp (3 * -β / 2 + √5 * -β / 2) < Real.exp (-β + -β) :=
    Real.exp_lt_exp.2 (by nlinarith [mul_pos hβ (sub_pos.2 hr1)])
  have h2 : Real.exp (3 * -β / 2 - √5 * -β / 2) < Real.exp (-β - -β) :=
    Real.exp_lt_exp.2 (by nlinarith [mul_pos hβ (sub_pos.2 hr3)])
  linarith

end

end OperatorOrderExponential
```

```lean
#print axioms OperatorOrderExponential.exp_not_operator_monotone
#print axioms OperatorOrderExponential.density_order_fails
#print axioms OperatorOrderExponential.partition_function_lt
```

```
'OperatorOrderExponential.exp_not_operator_monotone' depends on axioms: [propext, Classical.choice, Quot.sound]
'OperatorOrderExponential.density_order_fails' depends on axioms: [propext, Classical.choice, Quot.sound]
'OperatorOrderExponential.partition_function_lt' depends on axioms: [propext, Classical.choice, Quot.sound]
```
